# A product of inertia of point masses is at most half the moment about the third axis

Point masses m_a sit at positions r_a in R³, measured from a fixed origin along fixed Cartesian axes, and their inertia tensor has the entries

I_ij = Σ_a m_a (|r_a|² δ_ij − r_ai r_aj),

where δ_ij is 1 for i = j and 0 otherwise. The label a runs over finitely many particles, and i, j, k run over the axes x, y, z, which Lean numbers 0, 1, 2.

```lean
import Mathlib

open Matrix

namespace ProductOfInertia

noncomputable section

variable {ι : Type*} [Fintype ι]

/-- The inertia tensor about the origin of point masses `m a` at positions `r a`. -/
def inertiaTensor (m : ι → ℝ) (r : ι → Fin 3 → ℝ) : Matrix (Fin 3) (Fin 3) ℝ :=
  Matrix.of fun i j => ∑ a, m a * ((if i = j then r a ⬝ᵥ r a else 0) - r a i * r a j)

/-- A sum over the three Cartesian axes, written out for any ordering of the axes. -/
theorem sum_axes {i j k : Fin 3} (hij : i ≠ j) (hjk : j ≠ k) (hik : i ≠ k)
    (f : Fin 3 → ℝ) : ∑ l, f l = f i + f j + f k := by
  have h : ∀ i j k : Fin 3, i ≠ j → j ≠ k → i ≠ k →
      (Finset.univ : Finset (Fin 3)) = {i, j, k} := by decide
  rw [h i j k hij hjk hik, Finset.sum_insert (by simp [hij, hik]), Finset.sum_pair hjk]
  ring

/-- An off-diagonal entry of the inertia tensor is minus the mass-weighted sum of
products of the two coordinates. -/
theorem offdiag_eq (m : ι → ℝ) (r : ι → Fin 3 → ℝ) {i j : Fin 3} (hij : i ≠ j) :
    inertiaTensor m r i j = -∑ a, m a * (r a i * r a j) := by
  simp only [inertiaTensor, Matrix.of_apply, if_neg hij, zero_sub, mul_neg,
    Finset.sum_neg_distrib]

/-- The moment of inertia about one axis is the mass-weighted sum of the squares of the
other two coordinates. -/
theorem moment_eq (m : ι → ℝ) (r : ι → Fin 3 → ℝ) {i j k : Fin 3}
    (hij : i ≠ j) (hjk : j ≠ k) (hik : i ≠ k) :
    inertiaTensor m r k k = ∑ a, m a * (r a i ^ 2 + r a j ^ 2) := by
  simp only [inertiaTensor, Matrix.of_apply, ↓reduceIte]
  refine Finset.sum_congr rfl fun a _ => ?_
  have h : r a ⬝ᵥ r a = r a i * r a i + r a j * r a j + r a k * r a k :=
    sum_axes hij hjk hik (fun l => r a l * r a l)
  rw [h]
  ring

/-- Half the moment about axis `k`, plus or minus the off-diagonal entry `i j`, is half a
mass-weighted sum of squares of coordinate differences or sums. -/
theorem half_moment_add_sub (m : ι → ℝ) (r : ι → Fin 3 → ℝ) {i j k : Fin 3}
    (hij : i ≠ j) (hjk : j ≠ k) (hik : i ≠ k) :
    inertiaTensor m r k k / 2 + inertiaTensor m r i j
        = (∑ a, m a * (r a i - r a j) ^ 2) / 2 ∧
    inertiaTensor m r k k / 2 - inertiaTensor m r i j
        = (∑ a, m a * (r a i + r a j) ^ 2) / 2 := by
  have h1 : ∑ a, m a * (r a i - r a j) ^ 2
      = ∑ a, m a * (r a i ^ 2 + r a j ^ 2) - 2 * ∑ a, m a * (r a i * r a j) := by
    rw [Finset.mul_sum, ← Finset.sum_sub_distrib]
    exact Finset.sum_congr rfl fun a _ => by ring
  have h2 : ∑ a, m a * (r a i + r a j) ^ 2
      = ∑ a, m a * (r a i ^ 2 + r a j ^ 2) + 2 * ∑ a, m a * (r a i * r a j) := by
    rw [Finset.mul_sum, ← Finset.sum_add_distrib]
    exact Finset.sum_congr rfl fun a _ => by ring
  rw [moment_eq m r hij hjk hik, offdiag_eq m r hij, h1, h2]
  constructor <;> ring

/-- For non-negative masses, an off-diagonal entry of the inertia tensor is at most half
the moment about the remaining axis in absolute value. -/
theorem abs_offdiag_le (m : ι → ℝ) (r : ι → Fin 3 → ℝ) (hm : ∀ a, 0 ≤ m a)
    {i j k : Fin 3} (hij : i ≠ j) (hjk : j ≠ k) (hik : i ≠ k) :
    |inertiaTensor m r i j| ≤ inertiaTensor m r k k / 2 := by
  obtain ⟨h1, h2⟩ := half_moment_add_sub m r hij hjk hik
  have p1 : 0 ≤ ∑ a, m a * (r a i - r a j) ^ 2 :=
    Finset.sum_nonneg fun a _ => mul_nonneg (hm a) (sq_nonneg _)
  have p2 : 0 ≤ ∑ a, m a * (r a i + r a j) ^ 2 :=
    Finset.sum_nonneg fun a _ => mul_nonneg (hm a) (sq_nonneg _)
  exact abs_le.mpr ⟨by linarith, by linarith⟩

/-- A sum of squares weighted by positive masses vanishes exactly when every square does. -/
theorem weighted_sq_eq_zero (m d : ι → ℝ) (hm : ∀ a, 0 < m a) :
    ∑ a, m a * d a ^ 2 = 0 ↔ ∀ a, d a = 0 := by
  rw [Finset.sum_eq_zero_iff_of_nonneg
    (fun a _ => mul_nonneg (hm a).le (sq_nonneg (d a)))]
  constructor
  · intro h a
    rcases mul_eq_zero.mp (h a (Finset.mem_univ a)) with h0 | h0
    · exact absurd h0 (hm a).ne'
    · exact (pow_eq_zero_iff two_ne_zero).mp h0
  · intro h a _
    rw [h a]
    ring

/-- For positive masses, an off-diagonal entry reaches half the moment about the remaining axis in
absolute value exactly when all points have equal, or all have opposite, coordinates `i` and `j`. -/
theorem abs_offdiag_eq_iff (m : ι → ℝ) (r : ι → Fin 3 → ℝ) (hm : ∀ a, 0 < m a)
    {i j k : Fin 3} (hij : i ≠ j) (hjk : j ≠ k) (hik : i ≠ k) :
    |inertiaTensor m r i j| = inertiaTensor m r k k / 2 ↔
      (∀ a, r a i = r a j) ∨ (∀ a, r a i = -r a j) := by
  obtain ⟨h1, h2⟩ := half_moment_add_sub m r hij hjk hik
  have hb := abs_offdiag_le m r (fun a => (hm a).le) hij hjk hik
  have hJ := (abs_nonneg _).trans hb
  have z1 := weighted_sq_eq_zero m (fun a => r a i - r a j) hm
  have z2 := weighted_sq_eq_zero m (fun a => r a i + r a j) hm
  constructor
  · intro h
    -- the sign of the off-diagonal entry decides which sum of squares vanishes
    rcases le_total 0 (inertiaTensor m r i j) with hs | hs
    · rw [abs_of_nonneg hs] at h
      exact Or.inr fun a => eq_neg_of_add_eq_zero_left (z2.mp (by linarith) a)
    · rw [abs_of_nonpos hs] at h
      exact Or.inl fun a => sub_eq_zero.mp (z1.mp (by linarith) a)
  · rintro (h | h)
    · have h0 := z1.mpr fun a => sub_eq_zero.mpr (h a)
      rw [abs_of_nonpos (by linarith)]
      linarith
    · have h0 := z2.mpr fun a => by simp [h a]
      rw [abs_of_nonneg (by linarith)]
      linarith

/-- Two numbers `J` and `P` are the entries `zz` and `xy` of the inertia tensor of some
finite set of positive point masses exactly when `|P| ≤ J / 2`. -/
theorem realizable_iff (J P : ℝ) :
    (∃ (n : ℕ) (m : Fin n → ℝ) (r : Fin n → Fin 3 → ℝ), (∀ a, 0 < m a) ∧
      inertiaTensor m r 2 2 = J ∧ inertiaTensor m r 0 1 = P) ↔ |P| ≤ J / 2 := by
  constructor
  · rintro ⟨n, m, r, hm, rfl, rfl⟩
    exact abs_offdiag_le m r (fun a => (hm a).le) (by decide) (by decide) (by decide)
  · intro h
    obtain ⟨hl, hu⟩ := abs_le.mp h
    -- one unit mass on each diagonal of the xy plane
    obtain ⟨a, ha⟩ : ∃ a : ℝ, a ^ 2 = (J / 2 - P) / 2 :=
      ⟨√((J / 2 - P) / 2), Real.sq_sqrt (by linarith)⟩
    obtain ⟨b, hb⟩ : ∃ b : ℝ, b ^ 2 = (J / 2 + P) / 2 :=
      ⟨√((J / 2 + P) / 2), Real.sq_sqrt (by linarith)⟩
    refine ⟨2, fun _ => 1, ![![a, a, 0], ![b, -b, 0]], fun _ => one_pos, ?_, ?_⟩
    · rw [moment_eq _ _ (i := 0) (j := 1) (by decide) (by decide) (by decide)]
      simp [Fin.sum_univ_two]
      linear_combination 2 * ha + 2 * hb
    · rw [offdiag_eq _ _ (by decide)]
      simp [Fin.sum_univ_two]
      linear_combination -ha + hb

/-- The symmetric matrix with rows (2, 1, 0), (1, 2, 0) and (0, 0, 1). -/
def suspectTensor : Matrix (Fin 3) (Fin 3) ℝ := !![2, 1, 0; 1, 2, 0; 0, 0, 1]

/-- The suspect tensor is positive definite and none of its diagonal entries exceeds the sum
of two diagonal entries, yet no finite set of positive point masses has it as inertia tensor. -/
theorem suspectTensor_not_realizable :
    (∀ x : Fin 3 → ℝ, x ≠ 0 → 0 < x ⬝ᵥ suspectTensor *ᵥ x) ∧
    (∀ i j k, suspectTensor k k ≤ suspectTensor i i + suspectTensor j j) ∧
    ¬ ∃ (n : ℕ) (m : Fin n → ℝ) (r : Fin n → Fin 3 → ℝ),
      (∀ a, 0 < m a) ∧ inertiaTensor m r = suspectTensor := by
  refine ⟨fun x hx => ?_, fun i j k => ?_, ?_⟩
  · have e : x ⬝ᵥ suspectTensor *ᵥ x
        = x 0 ^ 2 + x 1 ^ 2 + (x 0 + x 1) ^ 2 + x 2 ^ 2 := by
      simp [suspectTensor, Matrix.mulVec, dotProduct, Fin.sum_univ_succ]
      ring
    rw [e]
    by_contra h
    have h' := le_of_not_gt h
    have s0 := sq_nonneg (x 0)
    have s1 := sq_nonneg (x 1)
    have s2 := sq_nonneg (x 2)
    have s3 := sq_nonneg (x 0 + x 1)
    have h0 : x 0 = 0 := (pow_eq_zero_iff two_ne_zero).mp (by linarith : x 0 ^ 2 = 0)
    have h1 : x 1 = 0 := (pow_eq_zero_iff two_ne_zero).mp (by linarith : x 1 ^ 2 = 0)
    have h2 : x 2 = 0 := (pow_eq_zero_iff two_ne_zero).mp (by linarith : x 2 ^ 2 = 0)
    apply hx
    ext l
    fin_cases l
    exacts [h0, h1, h2]
  · fin_cases i <;> fin_cases j <;> fin_cases k <;> norm_num [suspectTensor]
  · rintro ⟨n, m, r, hm, h⟩
    -- the product test fails: 1 is larger than 1/2
    have hb := abs_offdiag_le m r (fun a => (hm a).le)
      (i := 0) (j := 1) (k := 2) (by decide) (by decide) (by decide)
    have e1 : suspectTensor 0 1 = 1 := rfl
    have e2 : suspectTensor 2 2 = 1 := rfl
    rw [h, e1, e2] at hb
    norm_num at hb

end

end ProductOfInertia
```

## The bound, its equality case and the allowed pairs

The theorem `abs_offdiag_le` takes three distinct axes i, j, k and non-negative masses, and states

|I_ij| ≤ I_kk / 2.

For i, j, k = x, y, z this reads |Σ_a m_a x_a y_a| ≤ I_zz / 2. The hypotheses `hij`, `hjk` and `hik` say that the axes are distinct, so one theorem covers all three products of inertia.

The theorem `abs_offdiag_eq_iff` describes equality for strictly positive masses. It holds exactly when every particle has r_ai = r_aj or every particle has r_ai = −r_aj. Geometrically, all the masses lie in one of the two planes that contain axis k and bisect the angles between axes i and j. The same alternative must hold for all particles: one mass in each plane, both off axis k, does not give equality. Positivity matters here because a particle of zero mass could sit anywhere without changing the tensor.

The theorem `realizable_iff` says which pairs of numbers can occur. Real numbers J and P are the entries I_zz and I_xy of some finite set of positive point masses exactly when |P| ≤ J / 2. No stronger inequality between these two entries alone can therefore hold for all such sets.

The last theorem, `suspectTensor_not_realizable`, concerns the symmetric matrix with rows (2, 1, 0), (1, 2, 0) and (0, 0, 1). The matrix is positive definite, and none of its diagonal entries exceeds the sum of two diagonal entries, even if the same entry is taken twice. Yet it is the inertia tensor of no finite set of positive point masses, because its xy entry is 1 while half its zz entry is 1/2.

## What a tabulated tensor is being tested against

In Lean, `ι` is the finite type of particle labels, `m : ι → ℝ` gives the masses and `r : ι → Fin 3 → ℝ` gives the positions. The expression `r a ⬝ᵥ r a` is |r_a|². All quantities are plain real numbers, so a table has to be read in one consistent set of units.

The definition puts the minus sign into the tensor: I_xy is −Σ_a m_a x_a y_a. Some tables list the sum without that sign. The absolute value makes the bound the same in both conventions, but the sign matters when one reads off the plane in the equality case. Here masses in the plane x = y give a negative or zero I_xy.

The origin is arbitrary and need not be the centre of mass. The bound therefore applies to a tensor about the centre of mass as well, provided that all its entries refer to the same origin and axes. In `realizable_iff`, the masses that realise a given pair are likewise not required to have their centre of mass at the origin.

For a molecule modelled as a rigid, finite set of point masses, the inequality is a quick check on an inertia tensor before it is used for rotational constants or rigid-body dynamics. Effective moments obtained from fitted rotational constants are ordinarily principal moments. In the principal axes the products of inertia are zero, so the bound holds trivially and tests nothing. Such moments also contain vibrational contributions and need not belong to any single rigid geometry. Rounding can push a tensor that lies at equality slightly past the bound. Continuous mass distributions are not treated.

The test is necessary but not sufficient for a full tensor. Take I_xx = I_zz = 2, I_yy = 0, I_xy = −1 and the other products zero. All three bounds hold, but I_yy = 0 forces all positive masses onto the y axis, where I_xy vanishes. The exact criterion in `realizable_iff` concerns one pair of entries and leaves the other four free.

The diagonal inequalities satisfied by the suspect matrix also need a careful reading. They refer to moments about the given axes, not to the principal moments. The eigenvalues of the matrix are 3, 1 and 1, and since 3 > 1 + 1, a triangle test after diagonalisation would reject it too. The product test finds the fault without diagonalising.

## Completing the square

Let i, j, k be distinct. Since δ_ij = 0, the off-diagonal entry is

I_ij = −Σ_a m_a r_ai r_aj.

On the diagonal, |r_a|² = r_ai² + r_aj² + r_ak², and subtracting r_ak² leaves

I_kk = Σ_a m_a (r_ai² + r_aj²).

Half of this moment plus the off-diagonal entry is

I_kk / 2 + I_ij = ½ Σ_a m_a (r_ai² + r_aj² − 2 r_ai r_aj) = ½ Σ_a m_a (r_ai − r_aj)².

Subtracting the off-diagonal entry instead gives

I_kk / 2 − I_ij = ½ Σ_a m_a (r_ai² + r_aj² + 2 r_ai r_aj) = ½ Σ_a m_a (r_ai + r_aj)².

For non-negative masses both right-hand sides are non-negative. Hence −I_kk / 2 ≤ I_ij ≤ I_kk / 2, which is the bound.

The Lean proof follows the same order. The lemma `sum_axes` writes a sum over the three axes as f i + f j + f k for any ordering of them; `decide` checks the finitely many orderings. The lemmas `offdiag_eq` and `moment_eq` give the two formulas for the entries, and `half_moment_add_sub` gives the two completed squares. In that last lemma, `h1` and `h2` expand the squares inside the sums, with `ring` doing the algebra for each particle. In `abs_offdiag_le`, `p1` and `p2` record that the two sums are non-negative, and `abs_le` turns the two-sided inequality into one for the absolute value.

## When one sum of squares vanishes

Suppose that the masses are positive and |I_ij| = I_kk / 2. If I_ij ≥ 0, then I_kk / 2 − I_ij = 0, so

Σ_a m_a (r_ai + r_aj)² = 0.

A sum of non-negative terms vanishes only if every term does. Because m_a > 0, each square is zero, and r_ai = −r_aj for every a. If I_ij ≤ 0, then I_kk / 2 + I_ij = 0, and the same argument gives r_ai = r_aj for every a.

Conversely, if r_ai = r_aj for every a, the sum of squared differences is zero and I_ij = −I_kk / 2. Since I_kk ≥ 0, the absolute value of I_ij is I_kk / 2. If r_ai = −r_aj for every a, the other sum is zero and I_ij = I_kk / 2, with the same absolute value.

The lemma `weighted_sq_eq_zero` contains the step from a vanishing sum to vanishing terms. In `abs_offdiag_eq_iff` it is applied to the differences as `z1` and to the sums as `z2`. The call to `le_total` splits the proof by the sign of I_ij, and `linarith` combines the assumed equality with the completed squares. For the converse, `hJ` supplies the non-negativity of I_kk / 2. The argument also covers an empty set of particles and masses that all lie on axis k: both sides of the equality are then zero and both alternatives hold.

## Two masses that realise every allowed pair

One direction of `realizable_iff` is the bound itself. For the other, let |P| ≤ J / 2. Then J / 2 − P and J / 2 + P are both non-negative, and there are real lengths a and b with

a² = (J / 2 − P) / 2, b² = (J / 2 + P) / 2.

Here a is a length, as in this part of the Lean proof, and not a particle label. Put one unit mass at (a, a, 0) and another at (b, −b, 0). Their entries are

I_zz = 2a² + 2b² = J,

I_xy = −(a² − b²) = b² − a² = P.

Lean obtains the lengths with `Real.sq_sqrt` and checks the two entries with `linear_combination`, whose coefficients are those of a² and b² in these equations. If J = P = 0, both masses sit at the origin.

## A positive definite matrix that fails the product test

For a vector x with components x_0, x_1, x_2, the quadratic form of the suspect matrix is

2x_0² + 2x_0x_1 + 2x_1² + x_2² = x_0² + x_1² + (x_0 + x_1)² + x_2².

It is a sum of squares. If it were not positive, each square would be zero and x would be the zero vector. This is the contradiction that Lean reaches after establishing the identity `e`. The diagonal inequalities are finitely many numerical comparisons, which `fin_cases` lists and `norm_num` settles.

If positive point masses had this matrix as their inertia tensor, `abs_offdiag_le` for the axes 0, 1, 2 would give 1 ≤ 1/2. The final `norm_num` closes the proof from that false inequality.

```lean
#print axioms ProductOfInertia.half_moment_add_sub
#print axioms ProductOfInertia.abs_offdiag_eq_iff
#print axioms ProductOfInertia.realizable_iff
#print axioms ProductOfInertia.suspectTensor_not_realizable
```

```
'ProductOfInertia.half_moment_add_sub' depends on axioms: [propext, Classical.choice, Quot.sound]
'ProductOfInertia.abs_offdiag_eq_iff' depends on axioms: [propext, Classical.choice, Quot.sound]
'ProductOfInertia.realizable_iff' depends on axioms: [propext, Classical.choice, Quot.sound]
'ProductOfInertia.suspectTensor_not_realizable' depends on axioms: [propext, Classical.choice, Quot.sound]
```
